# Dimensional transmutation: a contact interaction in the plane keeps only its binding energy as the cutoff is removed

To compute the scattering of two particles in a plane with a contact interaction, choose a momentum cutoff L, tune the bare coupling so that the bound state has energy −B, and subtract the loop integral at the wanted energy from the inverse coupling. The result below says that this difference has a finite limit as L grows, and that the limit contains B and no other parameter of the interaction.

Use units in which the kinetic energy of relative momentum k is k², and write the energy as −z. The binding energy B > 0 is an input, supplied by experiment or by a calculation with the true short-range force. Let

c(L) = 2 / log(1 + L²/B)

J(z, L) = ∫₀ᴸ k/(k² + z) dk

where c is positive for attraction and the factor k in the integrand is the two-dimensional momentum measure. For z off the closed negative real axis, the claim is that, as L → ∞,

c(L) → 0

1/c(L) − J(z, L) → (Log z − log B)/2

with Log the principal logarithm. The coupling is dimensionless, yet an energy scale remains in the limit; this exchange is called dimensional transmutation.

## Two divergent logarithms and their difference

If z has a nonzero imaginary part, so does k² + z. If z is real and positive, so is k² + z. The path of integration therefore never meets the cut of Log, and ½ Log(k² + z) is an antiderivative of the integrand:

J(z, L) = ½ [Log(L² + z) − Log z]

At z = B this becomes

J(B, L) = ½ log((L² + B)/B) = ½ log(1 + L²/B) = 1/c(L)

Hence c(L) J(B, L) = 1 for every L > 0, which is the condition for a bound state at energy −B. Since log(1 + L²/B) diverges, c(L) tends to zero.

Now replace 1/c(L) by J(B, L) and insert the closed forms:

1/c(L) − J(z, L) = ½ [Log(L² + B) − Log(L² + z)] + ½ [Log z − log B]

For w = B or w = z, the positive factor L² can be taken out without changing the argument:

Log(L² + w) = log L² + Log(1 + w/L²)

The last term tends to Log 1 = 0. The two copies of log L² cancel, the first bracket vanishes in the limit, and the claim follows.

The limit is zero only if Log z = log B, and exponentiating gives z = B. At any other admissible z the reciprocal converges too:

[1/c(L) − J(z, L)]⁻¹ → 2/(Log z − log B)

With plane-wave states normalised so that the momentum measure is d²k/(2π)², the contact interaction has the matrix element −2πc(L) between momenta below the cutoff, and the T-matrix is −2π times this reciprocal.

The particular formula for c(L) is not essential. Let u(L) be any real inverse coupling for which u(L) − J(μ, L) → l at one reference point μ > 0. Then

u(L) − J(z, L) = [u(L) − J(μ, L)] + [J(μ, L) − J(z, L)]

→ l + (Log z − log μ)/2 = (Log z − log(μ e^(−2l)))/2

This is the same law with B = μ e^(−2l).

## The subtraction at energy −4 with B = 1

Take B = 1 and z = 4. At L = 10 the inverse coupling is 2.30756 and the loop integral is 1.62905, so the difference is 0.67851. At L = 100 the two numbers have grown to 4.60522 and 3.91222, and the difference is 0.69300. The limit is ½ log 4 ≈ 0.69315.

For scattering at energy E > 0, put z = −E − iη with η > 0, take L to infinity, and then let η → 0. The logarithm becomes log E − iπ, and the reciprocal becomes 2/(log(E/B) − iπ).

At the other extreme, L = 0, the loop integral is zero and no coupling satisfies the bound-state condition.

## Coupling and loop integral as Lean functions

In the code `B` and `L` are real and `z` is complex. The definitions accept all values; the physical restrictions enter as hypotheses of the theorems.

```lean
import Mathlib

open Filter Topology

namespace DimensionalTransmutation

noncomputable section

/-- The bare coupling `c(L)` of a two-dimensional contact interaction at momentum cutoff `L`,
tuned to the binding energy `B`; its domain is `B > 0`, `L > 0`. -/
def bareCoupling (B L : ℝ) : ℝ := 2 / Real.log (1 + L ^ 2 / B)

/-- The radial loop integral of `k / (k² + z)` over momenta from `0` to the cutoff `L`,
at energy `-z`; its domain is `z` off the closed negative real axis. -/
def loopIntegral (z : ℂ) (L : ℝ) : ℂ :=
  ∫ k in (0 : ℝ)..L, (k : ℂ) / ((k : ℂ) ^ 2 + z)
```

The cutoff is sharp, and only the radial integral appears. No Hamiltonian is constructed: the bound state and the amplitude are represented by the algebraic expressions above.

## Staying off the cut

The set `Complex.slitPlane` contains the complex numbers with positive real part or nonzero imaginary part, so zero is excluded along with the negative axis. In terms of the energy −z, the scattering continuum and its threshold are left out. The first lemma treats the two cases separately: adding k² cannot make a positive real part nonpositive, and it leaves the imaginary part alone.

```lean
/-- Adding a kinetic energy `k²` to a `z` off the closed negative real axis
gives a number that is again off that axis. -/
theorem kinetic_add_mem {z : ℂ} (hz : z ∈ Complex.slitPlane) (k : ℝ) :
    (k : ℂ) ^ 2 + z ∈ Complex.slitPlane := by
  have hre : ((k : ℂ) ^ 2 + z).re = k ^ 2 + z.re := by
    rw [← Complex.ofReal_pow, Complex.add_re, Complex.ofReal_re]
  have him : ((k : ℂ) ^ 2 + z).im = z.im := by
    rw [← Complex.ofReal_pow, Complex.add_im, Complex.ofReal_im, zero_add]
  rw [Complex.mem_slitPlane_iff] at hz ⊢
  rw [hre, him]
  rcases hz with h | h
  · left
    nlinarith [sq_nonneg k]
  · exact Or.inr h
```

This gives the closed form of J. In the proof, `hd` differentiates the logarithm by the chain rule, `hc` supplies continuity of the integrand, and the fundamental theorem of calculus evaluates the endpoints.

```lean
/-- For `z` off the closed negative real axis, the loop integral is half the difference of
the principal logarithms of `L² + z` and `z`. -/
theorem loopIntegral_eq {z : ℂ} (hz : z ∈ Complex.slitPlane) (L : ℝ) :
    loopIntegral z L = (Complex.log ((L : ℂ) ^ 2 + z) - Complex.log z) / 2 := by
  -- the logarithm is an antiderivative along the whole integration path
  have hd : ∀ k : ℝ, HasDerivAt (fun k : ℝ => Complex.log ((k : ℂ) ^ 2 + z) / 2)
      ((k : ℂ) / ((k : ℂ) ^ 2 + z)) k := by
    intro k
    have h1 : HasDerivAt (fun w : ℂ => w ^ 2 + z) (2 * (k : ℂ)) (k : ℂ) := by
      simpa using (hasDerivAt_pow 2 (k : ℂ)).add_const z
    have h2 := ((h1.clog (kinetic_add_mem hz k)).div_const 2).comp_ofReal
    refine h2.congr_deriv ?_

    ring
  have hc : Continuous (fun k : ℝ => (k : ℂ) / ((k : ℂ) ^ 2 + z)) :=
    Continuous.div (by fun_prop) (by fun_prop)
      (fun k => Complex.slitPlane_ne_zero (kinetic_add_mem hz k))
  have h0 : ((0 : ℝ) : ℂ) ^ 2 + z = z := by simp
  unfold loopIntegral
  rw [intervalIntegral.integral_eq_sub_of_hasDerivAt (fun k _ => hd k)
    (hc.intervalIntegrable 0 L), h0]
  ring
```

## The tuned coupling binds at every cutoff

For real B > 0 the complex logarithms reduce to real ones, and their difference is the logarithm of a quotient.

```lean
/-- At `z = B > 0` the loop integral equals `log (1 + L² / B) / 2`. -/
theorem loopIntegral_binding {B : ℝ} (hB : 0 < B) (L : ℝ) :
    loopIntegral B L = ((Real.log (1 + L ^ 2 / B) / 2 : ℝ) : ℂ) := by
  have hpos : 0 < L ^ 2 + B := by positivity
  have hfrac : 1 + L ^ 2 / B = (L ^ 2 + B) / B := by
    rw [add_div, div_self hB.ne', add_comm]
  have hcast : (L : ℂ) ^ 2 + (B : ℂ) = ((L ^ 2 + B : ℝ) : ℂ) := by push_cast; rfl
  rw [loopIntegral_eq (Complex.ofReal_mem_slitPlane.2 hB), hcast,
    ← Complex.ofReal_log hpos.le, ← Complex.ofReal_log hB.le, hfrac,
    Real.log_div hpos.ne' hB.ne', Complex.ofReal_div, Complex.ofReal_sub,
    Complex.ofReal_ofNat]
```

The bound-state condition is then a cancellation of x/2 against 2/x, with x = log(1 + L²/B). The hypothesis `hL` makes x positive.

```lean
/-- The bound-state condition `c(L) · (loop integral at z = B) = 1` holds exactly at every
positive cutoff `L`, for `B > 0`. -/
theorem bound_state_condition {B L : ℝ} (hB : 0 < B) (hL : 0 < L) :
    (bareCoupling B L : ℂ) * loopIntegral B L = 1 := by
  have hq : 0 < L ^ 2 / B := by positivity
  have hlog : Real.log (1 + L ^ 2 / B) ≠ 0 := (Real.log_pos (by linarith)).ne'
  have hcancel : ∀ x : ℝ, x ≠ 0 → 2 / x * (x / 2) = 1 := by
    intro x hx
    field_simp
  have hone := hcancel _ hlog
  rw [loopIntegral_binding hB, bareCoupling, ← Complex.ofReal_mul, hone, Complex.ofReal_one]
```

The coupling vanishes because its denominator is the logarithm of a quantity that tends to infinity.

```lean
/-- For fixed `B > 0`, the bare coupling tends to zero as the cutoff grows. -/
theorem bareCoupling_tendsto_zero {B : ℝ} (hB : 0 < B) :
    Tendsto (fun L : ℝ => bareCoupling B L) atTop (𝓝 0) := by
  have h1 : Tendsto (fun L : ℝ => 1 + L ^ 2 / B) atTop atTop :=
    tendsto_atTop_add_const_left atTop 1
      ((tendsto_pow_atTop two_ne_zero).atTop_div_const hB)
  exact (Real.tendsto_log_atTop.comp h1).const_div_atTop 2
```

## The limit of the subtracted inverse coupling

The main theorem is a statement at each fixed `z`; it gives no uniformity in the energy. `Tendsto … atTop (𝓝 …)` is the limit L → ∞.

Inside the proof, `key` is the statement that Log(L² + w) − log L² tends to zero. It comes from continuity of Log(1 + wt) at t = 0, with t = 1/L², and from the factorisation `hfac`, which is used only for L > 0. The step `hcoup` is the identity 1/c(L) = J(B, L); at L = 0 it relies on Lean's convention that division by zero gives zero, which has no effect on the limit. Subtracting `key` at z from `key` at B removes the divergence, and the final `ring` matches the rearrangement made by hand.

```lean
/-- Dimensional transmutation: for `B > 0` and `z` off the closed negative real axis, the
inverse coupling minus the loop integral tends to `(Log z - log B) / 2` as the cutoff grows. -/
theorem dimensional_transmutation {B : ℝ} (hB : 0 < B) {z : ℂ} (hz : z ∈ Complex.slitPlane) :
    Tendsto (fun L : ℝ => 1 / (bareCoupling B L : ℂ) - loopIntegral z L) atTop
      (𝓝 ((Complex.log z - (Real.log B : ℂ)) / 2)) := by
  have hBs : (B : ℂ) ∈ Complex.slitPlane := Complex.ofReal_mem_slitPlane.2 hB
  have hinv : Tendsto (fun L : ℝ => (L ^ 2)⁻¹) atTop (𝓝 0) :=
    tendsto_inv_atTop_zero.comp (tendsto_pow_atTop two_ne_zero)
  -- at large cutoff the logarithm forgets the finite shift w
  have key : ∀ w ∈ Complex.slitPlane, Tendsto
      (fun L : ℝ => Complex.log ((L : ℂ) ^ 2 + w) - (Real.log (L ^ 2) : ℂ)) atTop (𝓝 0) := by
    intro w hw
    have hF : ContinuousAt (fun t : ℝ => Complex.log (1 + w * (t : ℂ))) 0 :=
      ContinuousAt.clog (by fun_prop) (by simp)
    have h := hF.tendsto.comp hinv
    simp only [Complex.ofReal_zero, mul_zero, add_zero, Complex.log_one] at h
    refine h.congr' ?_
    filter_upwards [eventually_gt_atTop (0 : ℝ)] with L hL
    have hL2 : 0 < L ^ 2 := by positivity
    have hfac : (L : ℂ) ^ 2 + w = ((L ^ 2 : ℝ) : ℂ) * (1 + w * (((L ^ 2)⁻¹ : ℝ) : ℂ)) := by
      have hLc : (L : ℂ) ≠ 0 := Complex.ofReal_ne_zero.2 hL.ne'
      push_cast
      field_simp
    have hne : 1 + w * (((L ^ 2)⁻¹ : ℝ) : ℂ) ≠ 0 := by
      intro h0
      exact Complex.slitPlane_ne_zero (kinetic_add_mem hw L) (by rw [hfac, h0, mul_zero])
    change Complex.log (1 + w * (((L ^ 2)⁻¹ : ℝ) : ℂ)) = _
    rw [hfac, Complex.log_ofReal_mul hL2 hne]
    ring
  have hcoup : ∀ L : ℝ, 1 / (bareCoupling B L : ℂ) = loopIntegral B L := by
    intro L
    rw [loopIntegral_binding hB, bareCoupling, ← Complex.ofReal_one, ← Complex.ofReal_div,
      one_div_div]
  -- the two divergent logarithms cancel
  have h := (((key _ hBs).sub (key z hz)).div_const 2).add_const
    ((Complex.log z - (Real.log B : ℂ)) / 2)
  rw [sub_zero, zero_div, zero_add] at h
  refine h.congr fun L => ?_
  rw [hcoup L, loopIntegral_eq hBs, loopIntegral_eq hz, Complex.ofReal_log hB.le]
  ring
```

## Bound state and amplitude in the limit

The next theorem says that the limiting inverse amplitude has exactly one zero in the slit plane, at z = B. The forward direction exponentiates the equality of logarithms.

```lean
/-- For `B > 0` and `z` off the closed negative real axis, the limiting inverse amplitude
`(Log z - log B) / 2` vanishes exactly at `z = B`. -/
theorem inverse_amplitude_eq_zero_iff {B : ℝ} (hB : 0 < B) {z : ℂ}
    (hz : z ∈ Complex.slitPlane) :
    (Complex.log z - (Real.log B : ℂ)) / 2 = 0 ↔ z = B := by
  rw [Complex.ofReal_log hB.le]
  constructor
  · intro h
    have hlog : Complex.log z = Complex.log B := by linear_combination 2 * h
    rw [← Complex.exp_log (Complex.slitPlane_ne_zero hz), hlog,
      Complex.exp_log (Complex.ofReal_ne_zero.2 hB.ne')]
  · intro h
    rw [h, sub_self, zero_div]
```

Away from that zero the limit may be inverted, which gives convergence of the amplitude itself. The hypothesis `hne` keeps the limiting denominator different from zero.

```lean
/-- For `B > 0` and `z ≠ B` off the closed negative real axis, the cutoff amplitude converges
to `2 / (Log z - log B)`. -/
theorem amplitude_tendsto {B : ℝ} (hB : 0 < B) {z : ℂ} (hz : z ∈ Complex.slitPlane)
    (hne : z ≠ B) :
    Tendsto (fun L : ℝ => (1 / (bareCoupling B L : ℂ) - loopIntegral z L)⁻¹) atTop
      (𝓝 (2 / (Complex.log z - (Real.log B : ℂ)))) := by
  have h := (dimensional_transmutation hB hz).inv₀
    (mt (inverse_amplitude_eq_zero_iff hB hz).1 hne)
  rw [inv_div] at h
  exact h
```

## One renormalisation condition fixes all energies

In the last theorem `u` is an arbitrary real function of the cutoff, standing for the inverse coupling. The hypothesis `hu` is a renormalisation condition: at the single energy −μ the subtracted inverse coupling is required to approach a finite real number `l`, as it would if it were adjusted to a known amplitude there. The freedom lies in the coupling alone, since the loop integral keeps its sharp cutoff.

The proof applies the main theorem twice with μ in the role of B, once at z and once at μ. In the difference of the two limits the auxiliary coupling drops out and leaves J(μ, L) − J(z, L). Adding `hu` gives the limit, and `hl` rewrites it with the scale μ e^(−2l).

```lean
/-- If a real inverse coupling `u(L)` minus the loop integral at one point `μ > 0` tends to a
real `l`, then at every `z` off the closed negative real axis the difference tends to
`(Log z - log B) / 2` with `B = μ exp (-2 l)`. -/
theorem single_scale {u : ℝ → ℝ} {μ l : ℝ} (hμ : 0 < μ)
    (hu : Tendsto (fun L : ℝ => (u L : ℂ) - loopIntegral μ L) atTop (𝓝 (l : ℂ)))
    {z : ℂ} (hz : z ∈ Complex.slitPlane) :
    Tendsto (fun L : ℝ => (u L : ℂ) - loopIntegral z L) atTop
      (𝓝 ((Complex.log z - (Real.log (μ * Real.exp (-(2 * l))) : ℂ)) / 2)) := by
  -- compare the loop integrals at z and at the reference point μ
  have h1 := (dimensional_transmutation hμ hz).sub
    (dimensional_transmutation hμ (Complex.ofReal_mem_slitPlane.2 hμ))
  have hl : (Complex.log z - (Real.log (μ * Real.exp (-(2 * l))) : ℂ)) / 2 =
      (l : ℂ) + ((Complex.log z - (Real.log μ : ℂ)) / 2 -
        (Complex.log (μ : ℂ) - (Real.log μ : ℂ)) / 2) := by
    rw [Real.log_mul hμ.ne' (Real.exp_pos _).ne', Real.log_exp, ← Complex.ofReal_log hμ.le]
    simp only [Complex.ofReal_add, Complex.ofReal_neg, Complex.ofReal_mul, Complex.ofReal_ofNat]
    ring
  rw [hl]
  refine (hu.add h1).congr fun L => ?_
  ring

end

end DimensionalTransmutation
```

```lean
#print axioms DimensionalTransmutation.bareCoupling_tendsto_zero
-- 'DimensionalTransmutation.bareCoupling_tendsto_zero' depends on axioms: [propext, Classical.choice, Quot.sound]
#print axioms DimensionalTransmutation.dimensional_transmutation
-- 'DimensionalTransmutation.dimensional_transmutation' depends on axioms: [propext, Classical.choice, Quot.sound]
#print axioms DimensionalTransmutation.amplitude_tendsto
-- 'DimensionalTransmutation.amplitude_tendsto' depends on axioms: [propext, Classical.choice, Quot.sound]
#print axioms DimensionalTransmutation.single_scale
-- 'DimensionalTransmutation.single_scale' depends on axioms: [propext, Classical.choice, Quot.sound]
```

For two particles in a plane with a pure contact force and this cutoff, a calculation may therefore fix the coupling at one negative energy and obtain the limiting amplitude at every other energy off the continuum, except at the bound state itself.
